# Second and fourth moments of the centric structure factor for independent atoms on a grid

Let a one-dimensional centrosymmetric cell contain $n$ inversion pairs of atoms at $\pm x_j/N$, with real scattering factors $f_j$ for $j=0,\dots,n-1$. The $x_j$ are independent and uniform on the $N$ grid points $0,\dots,N-1$. For an integer Miller index $h$, the structure factor is

$$F = 2\sum_j f_j\cos\frac{2\pi h x_j}{N}, \qquad S = 2\sum_j f_j^2 .$$

If $N$ does not divide $4h$, then

$$\langle F^2\rangle = S, \qquad \langle F^4\rangle = 3S^2 - 6\sum_j f_j^4 .$$

The second moment needs only that $N$ does not divide $2h$. The brackets denote an average over atomic positions at fixed $h$.

Wilson's centric statistics describe $F$ by a Gaussian of mean zero and variance $S$, whose fourth moment is $3S^2$. The formula above gives the correction to that moment for a finite number of atoms; it does not determine the distribution of $F$ or establish a Gaussian limit. With intensity $I=F^2$ and $S\neq0$, the two moments together fix the ratio $\langle I^2\rangle/\langle I\rangle^2$, a quantity of interest in intensity statistics, for this model of independent atoms on a line.

## From one inversion pair to the whole cell

For an integer $m$ not divisible by $N$, put $\omega = e^{2\pi i m/N}\neq 1$. The geometric series gives

$$\sum_{x=0}^{N-1}\omega^x = \frac{\omega^N-1}{\omega-1} = 0,$$

and its real part says that $\cos(2\pi m x/N)$ averages to zero over the grid.

Now take one pair with contribution $u = 2f\cos\theta$, where $\theta = 2\pi h x/N$. The double-angle formula, used once for the square and again for the fourth power, gives

$$u^2 = 2f^2 + 2f^2\cos 2\theta,$$
$$u^4 = 6f^4 + 8f^4\cos 2\theta + 2f^4\cos 4\theta .$$

If $N$ does not divide $4h$, it divides neither $2h$ nor $h$, so every cosine averages to zero. Hence $\langle u\rangle = 0$, $\langle u^2\rangle = 2f^2$ and $\langle u^4\rangle = 6f^4$.

Let $v$ be independent of $u$, also with zero mean. Averages of products factorise, so $\langle u+v\rangle=0$ and

$$\langle (u+v)^2\rangle = \langle u^2\rangle + 2\langle u\rangle\langle v\rangle + \langle v^2\rangle = \langle u^2\rangle+\langle v^2\rangle .$$

In the fourth power, the terms $4\langle u^3\rangle\langle v\rangle$ and $4\langle u\rangle\langle v^3\rangle$ vanish, leaving

$$\langle (u+v)^4\rangle = \langle u^4\rangle + 6\langle u^2\rangle\langle v^2\rangle + \langle v^4\rangle .$$

Add the pairs by induction. With no atoms, $F=S=0$ and both formulas hold. For $n+1$ pairs, let $u$ come from pair $0$ and $v$ from the other $n$, whose Wilson sum is $S'$ and whose sum of fourth powers is $Q'$. The second moment is $2f_0^2+S'=S$. The fourth is

$$6f_0^4 + 12f_0^2S' + 3S'^2 - 6Q' = 3(S'+2f_0^2)^2 - 6(f_0^4+Q'),$$

which is the claimed formula for $n+1$ pairs.

## Two pairs on a three-point grid

Take $N=3$, $h=1$, $f_0=1$ and $f_1=2$. The cosine takes the values $1,-\tfrac12,-\tfrac12$, so the pairs contribute $2,-1,-1$ and $4,-2,-2$. Among the nine configurations, $F$ equals $6$ once, $0$ twice, $3$ twice and $-3$ four times. Therefore

$$\langle F^2\rangle = \frac{36+6\cdot 9}{9} = 10, \qquad \langle F^4\rangle = \frac{1296+6\cdot 81}{9} = 198 .$$

The formulas give $S=2(1+4)=10$ and $3\cdot 100-6(1+16)=198$.

The divisibility condition matters already for a single pair with $f_0=1$, $N=4$ and $h=1$. There $F$ takes the values $2,0,-2,0$, so $\langle F^2\rangle=2$ as before, but $\langle F^4\rangle=8$ instead of $6$: on this grid $\cos4\theta$ is always $1$.

## The cell and its average in Lean

The grid is `ZMod N`, the integers modulo $N$, with `NeZero N` ensuring that it is finite and nonempty. The index type `Fin n` numbers the pairs from $0$ to $n-1$.

```lean
import Mathlib

open Finset

noncomputable section

namespace CentricWilsonMoments

variable {N : ℕ} [NeZero N] {n : ℕ}
```

An average is a sum over equally likely outcomes divided by their number.

```lean
/-- The average of `g` over a finite nonempty set of equally likely outcomes. -/
def mean {Ω : Type*} [Fintype Ω] (g : Ω → ℝ) : ℝ :=
  (∑ ω, g ω) / (Fintype.card Ω : ℝ)
```

A grid point `x` has representative `x.val` between $0$ and $N-1$, and fractional coordinate `x.val / N`.

```lean
/-- The cosine wave of integer index `h` at the grid point with fractional coordinate `x / N`,
for `N` nonzero. -/
def wave (h : ℤ) (x : ZMod N) : ℝ :=
  Real.cos (2 * Real.pi * h * ((x.val : ℝ) / N))
```

A configuration is a function `Fin n → ZMod N`. Averaging uniformly over all such functions is what makes the positions independent and uniform. Atoms may coincide, and a pair on an inversion centre still counts as two atoms.

```lean
/-- The centric structure factor `F = 2 ∑ f_j cos (2 π h x_j / N)`, for `N` nonzero. -/
def centricF (f : Fin n → ℝ) (h : ℤ) (x : Fin n → ZMod N) : ℝ :=
  2 * ∑ j, f j * wave h (x j)
```

The scattering factors are fixed real numbers at the chosen $h$, which leaves out the imaginary part of anomalous dispersion. The factor 2 in the next definition counts both atoms of each pair.

```lean
/-- The Wilson sum `S = 2 ∑ f_j ^ 2`, with both atoms of each inversion pair counted. -/
def wilsonS (f : Fin n → ℝ) : ℝ := 2 * ∑ j, f j ^ 2
```

The cosine formula is tied to the usual complex amplitude by the following theorem. Its proof writes $2\cos\theta=e^{i\theta}+e^{-i\theta}$ for each pair.

```lean
omit [NeZero N] in
/-- For `N` nonzero, the centric structure factor is the sum of the complex scattering amplitudes of
atoms placed in pairs at fractional coordinates `x_j / N` and `-x_j / N`. -/
theorem centricF_eq_inversion_pairs (f : Fin n → ℝ) (h : ℤ) (x : Fin n → ZMod N) :
    (centricF f h x : ℂ) = ∑ j, (f j : ℂ) *
      (Complex.exp (((2 * Real.pi * h * (((x j).val : ℝ) / N) : ℝ) : ℂ) * Complex.I) +
        Complex.exp (-((2 * Real.pi * h * (((x j).val : ℝ) / N) : ℝ) : ℂ) * Complex.I)) := by
  unfold centricF wave
  rw [Complex.ofReal_mul, Complex.ofReal_sum, Finset.mul_sum]
  refine Finset.sum_congr rfl fun j _ => ?_
  rw [Complex.ofReal_mul, Complex.ofReal_cos, Complex.cos, Complex.ofReal_ofNat]
  ring
```

## Vanishing harmonics and the moments of one pair

The condition `(k : ZMod N) ≠ 0` says that $N$ does not divide $k$. The lemma averages a constant plus two waves in a single step. Inside it, `hz` identifies a wave with the real part of an additive character of the grid; the library's orthogonality theorem `AddChar.sum_mulShift` then takes the place of the geometric series.

```lean
/-- A constant plus two waves whose indices are nonzero modulo `N` averages over the grid to the
constant. -/
theorem mean_harmonics (c a b : ℝ) (k l : ℤ) (hk : (k : ZMod N) ≠ 0) (hl : (l : ZMod N) ≠ 0) :
    mean (fun x : ZMod N => c + a * wave k x + b * wave l x) = c := by
  -- a wave is the real part of a nontrivial character, whose sum vanishes
  have hz : ∀ m : ℤ, (m : ZMod N) ≠ 0 → ∑ x : ZMod N, wave m x = 0 := by
    intro m hm
    have h1 := AddChar.sum_mulShift (m : ZMod N) (ZMod.isPrimitive_stdAddChar N)
    rw [if_neg hm] at h1
    have h2 : ∀ x : ZMod N, wave m x = (ZMod.stdAddChar (x * (m : ZMod N)) : ℂ).re := by
      intro x
      have e : x * (m : ZMod N) = (((x.val : ℤ) * m : ℤ) : ZMod N) := by
        rw [Int.cast_mul, Int.cast_natCast, ZMod.natCast_zmod_val]
      have e2 : 2 * (Real.pi : ℂ) * Complex.I * (((x.val : ℤ) * m : ℤ) : ℂ) / (N : ℂ)
          = ((2 * Real.pi * m * ((x.val : ℝ) / N) : ℝ) : ℂ) * Complex.I := by
        push_cast
        ring
      rw [e, ZMod.stdAddChar_coe, e2, Complex.exp_ofReal_mul_I_re, wave]
    rw [Finset.sum_congr rfl fun x _ => h2 x, ← Complex.re_sum, h1]
    simp
  simp only [mean, sum_add_distrib, ← mul_sum, hz k hk, hz l hl, sum_const, card_univ,
    nsmul_eq_mul, mul_zero, add_zero, ZMod.card]
  exact mul_div_cancel_left₀ c (Nat.cast_ne_zero.2 (NeZero.ne N))
```

The three single-pair moments follow. The local statement `dbl` is the double-angle formula $\cos^2\theta=\tfrac12+\tfrac12\cos2\theta$. Each moment is matched to a constant plus harmonics. For the mean itself `ring` checks the match; for the two powers `linear_combination` checks the expansion, using `dbl` at $h$ for the square and at both $h$ and $2h$ for the fourth power. Only the fourth moment carries the stronger condition on $4h$.

```lean
/-- For `2h` nonzero modulo `N`, the contribution `2 f cos (2 π h x / N)` of one inversion pair has
mean zero and mean square `2 f ^ 2`; if also `4h` is nonzero, its mean fourth power is `6 f ^ 4`. -/
theorem pair_moments (f : ℝ) (h : ℤ) (h2 : ((2 * h : ℤ) : ZMod N) ≠ 0) :
    mean (fun x : ZMod N => 2 * f * wave h x) = 0 ∧
    mean (fun x : ZMod N => (2 * f * wave h x) ^ 2) = 2 * f ^ 2 ∧
    (((4 * h : ℤ) : ZMod N) ≠ 0 →
      mean (fun x : ZMod N => (2 * f * wave h x) ^ 4) = 6 * f ^ 4) := by
  have h1 : (h : ZMod N) ≠ 0 := fun h0 => h2 (by rw [Int.cast_mul, h0, mul_zero])
  -- the double-angle formula lowers powers of a wave to higher harmonics
  have dbl : ∀ (m : ℤ) (x : ZMod N), wave m x ^ 2 = 1 / 2 + wave (2 * m) x / 2 := by
    intro m x
    have e : 2 * Real.pi * ((2 * m : ℤ) : ℝ) * ((x.val : ℝ) / N)
        = 2 * (2 * Real.pi * m * ((x.val : ℝ) / N)) := by
      rw [Int.cast_mul, Int.cast_ofNat]
      ring
    unfold wave
    rw [e, Real.cos_two_mul]
    ring
  refine ⟨?_, ?_, fun h4 => ?_⟩
  · rw [← mean_harmonics 0 (2 * f) 0 h h h1 h1]
    congr 1
    funext x
    ring
  · rw [← mean_harmonics (2 * f ^ 2) (2 * f ^ 2) 0 (2 * h) (2 * h) h2 h2]
    congr 1
    funext x
    linear_combination 4 * f ^ 2 * dbl h x
  · rw [show 4 * h = 2 * (2 * h) by ring] at h4
    rw [← mean_harmonics (6 * f ^ 4) (8 * f ^ 4) (2 * f ^ 4) (2 * h) (2 * (2 * h)) h2 h4]
    congr 1
    funext x
    linear_combination 16 * f ^ 4 * (wave h x ^ 2 + 1 / 2 + wave (2 * h) x / 2) * dbl h x
      + 4 * f ^ 4 * dbl (2 * h) x
```

## Adding independent contributions

Independence appears here as a uniform average over the product `α × β`. The proof expands the powers, factorises the double sums and removes every term containing $\sum u$ or $\sum v$.

```lean
/-- For independent contributions `u` and `v` of zero mean, the sum has zero mean, the mean squares
add, and the mean fourth power gains the cross term `6 ⟨u²⟩⟨v²⟩`. -/
theorem mean_independent_add {α β : Type*} [Fintype α] [Fintype β] [Nonempty α] [Nonempty β]
    (u : α → ℝ) (v : β → ℝ) (hu : mean u = 0) (hv : mean v = 0) :
    mean (fun p : α × β => u p.1 + v p.2) = 0 ∧
    mean (fun p : α × β => (u p.1 + v p.2) ^ 2)
      = mean (fun a => u a ^ 2) + mean (fun b => v b ^ 2) ∧
    mean (fun p : α × β => (u p.1 + v p.2) ^ 4)
      = mean (fun a => u a ^ 4) + 6 * mean (fun a => u a ^ 2) * mean (fun b => v b ^ 2)
        + mean (fun b => v b ^ 4) := by
  have hA : (Fintype.card α : ℝ) ≠ 0 := Nat.cast_ne_zero.2 Fintype.card_ne_zero
  have hB : (Fintype.card β : ℝ) ≠ 0 := Nat.cast_ne_zero.2 Fintype.card_ne_zero
  unfold mean at hu hv ⊢
  have hU : ∑ a, u a = 0 := (div_eq_zero_iff.1 hu).resolve_right hA
  have hV : ∑ b, v b = 0 := (div_eq_zero_iff.1 hv).resolve_right hB
  have e2 : ∀ a b, (u a + v b) ^ 2 = u a ^ 2 + 2 * (u a * v b) + v b ^ 2 := by
    intro a b
    ring
  have e4 : ∀ a b, (u a + v b) ^ 4 = u a ^ 4 + 4 * (u a ^ 3 * v b) + 6 * (u a ^ 2 * v b ^ 2)
      + 4 * (u a * v b ^ 3) + v b ^ 4 := by
    intro a b
    ring
  -- every term with an odd factor `u` or `v` drops out
  refine ⟨?_, ?_, ?_⟩ <;>
    simp only [Fintype.sum_prod_type, Fintype.card_prod, Nat.cast_mul, e2, e4, sum_add_distrib,
      ← mul_sum, ← sum_mul, sum_const, card_univ, nsmul_eq_mul, hU, hV, mul_zero, zero_mul,
      add_zero, zero_div] <;>
    field_simp
```

To apply this to a crystal, a configuration of $n+1$ pairs must be split into the position of pair $0$ and the positions of the rest. The bijection `Fin.consEquiv` does so, and `hF` shows that the two contributions to $F$ add. The function `φ` is arbitrary, so the same lemma serves for $F$, $F^2$ and $F^4$.

```lean
/-- Averaging a function of `F` over `n + 1` inversion pairs is averaging over the first pair and
the other `n` pairs, whose contributions to `F` add. -/
theorem mean_centricF_succ (f : Fin (n + 1) → ℝ) (h : ℤ) (φ : ℝ → ℝ) :
    mean (fun x : Fin (n + 1) → ZMod N => φ (centricF f h x)) =
      mean (fun p : ZMod N × (Fin n → ZMod N) =>
        φ (2 * f 0 * wave h p.1 + centricF (fun j => f j.succ) h p.2)) := by
  let E : ZMod N × (Fin n → ZMod N) ≃ (Fin (n + 1) → ZMod N) :=
    Fin.consEquiv (fun _ => ZMod N)
  have hF : ∀ p, centricF f h (E p)
      = 2 * f 0 * wave h p.1 + centricF (fun j => f j.succ) h p.2 := by
    intro p
    change centricF f h (Fin.cons p.1 p.2 : Fin (n + 1) → ZMod N) = _
    simp only [centricF, Fin.sum_univ_succ, Fin.cons_zero, Fin.cons_succ]
    ring
  have hs : ∑ p : ZMod N × (Fin n → ZMod N),
      φ (2 * f 0 * wave h p.1 + centricF (fun j => f j.succ) h p.2)
      = ∑ x : Fin (n + 1) → ZMod N, φ (centricF f h x) :=
    Fintype.sum_equiv E _ _ fun p => (congrArg φ (hF p)).symm
  unfold mean
  rw [hs, Fintype.card_congr E]
```

## The moments of the full structure factor

The second-moment theorem also records $\langle F\rangle=0$, which the induction needs in order to add the next pair. In the inductive step, `f j.succ` lists the scattering factors of the pairs after pair $0$.

```lean
/-- For `2h` nonzero modulo `N` and inversion pairs placed independently and uniformly on the grid,
`F` has mean zero and mean square `S`. -/
theorem centric_second_moment (f : Fin n → ℝ) (h : ℤ) (h2 : ((2 * h : ℤ) : ZMod N) ≠ 0) :
    mean (fun x : Fin n → ZMod N => centricF f h x) = 0 ∧
    mean (fun x : Fin n → ZMod N => centricF f h x ^ 2) = wilsonS f := by
  induction n with
  | zero => simp [mean, centricF, wilsonS]
  | succ n ih =>
    obtain ⟨i1, i2⟩ := ih (fun j => f j.succ)
    obtain ⟨p1, p2, _⟩ := pair_moments (f 0) h h2
    obtain ⟨s1, s2, _⟩ := mean_independent_add _ _ p1 i1
    refine ⟨(mean_centricF_succ f h (fun t => t)).trans s1,
      (mean_centricF_succ f h (fun t => t ^ 2)).trans (s2.trans ?_)⟩
    rw [p2, i2]
    simp only [wilsonS, Fin.sum_univ_succ]
    ring
```

The fourth moment follows the same induction. The proof first deduces the condition on $2h$ from the one on $4h$, then inserts the pair moments, the second moment of the remaining pairs and the induction hypothesis. The final `ring` is the completion of the square carried out above.

```lean
/-- Centric Wilson fourth moment: for `4h` nonzero modulo `N` and inversion pairs placed
independently and uniformly on the grid, the mean of `F ^ 4` is `3 S ^ 2 - 6 ∑ f_j ^ 4`. -/
theorem centric_fourth_moment (f : Fin n → ℝ) (h : ℤ) (h4 : ((4 * h : ℤ) : ZMod N) ≠ 0) :
    mean (fun x : Fin n → ZMod N => centricF f h x ^ 4)
      = 3 * wilsonS f ^ 2 - 6 * ∑ j, f j ^ 4 := by
  have h2 : ((2 * h : ℤ) : ZMod N) ≠ 0 := fun h0 =>
    h4 (by rw [show 4 * h = 2 * (2 * h) by ring, Int.cast_mul, h0, mul_zero])
  induction n with
  | zero => simp [mean, centricF, wilsonS]
  | succ n ih =>
    obtain ⟨i1, i2⟩ := centric_second_moment (N := N) (fun j => f j.succ) h h2
    obtain ⟨p1, p2, p4⟩ := pair_moments (f 0) h h2
    obtain ⟨_, _, s4⟩ := mean_independent_add _ _ p1 i1
    refine (mean_centricF_succ f h (fun t => t ^ 4)).trans (s4.trans ?_)
    rw [p2, i2, p4 h4, ih (fun j => f j.succ)]
    simp only [wilsonS, Fin.sum_univ_succ]
    ring
```

The theorem concerns a finite grid in one dimension, with inversion as the only symmetry. It averages over structures at one reflection, whereas a measured data set averages over reflections of one structure; passing between the two is a further physical assumption.

## Distance from the Gaussian value

Throughout this section $N$ does not divide $4h$. The correction is small compared with $3S^2$ when every pair supplies only a small fraction of $S$. Suppose each pair's share satisfies $2f_j^2\le\varepsilon S$. Multiplying by $f_j^2/2$ and summing gives

$$\sum_j f_j^4 \le \frac{\varepsilon S}{2}\sum_j f_j^2 = \frac{\varepsilon S^2}{4},$$

so the fourth moment lies at most $\tfrac32\varepsilon S^2$ below $3S^2$. It never exceeds $3S^2$, because $\sum_j f_j^4\ge0$. A pair that supplies most of $S$ forces a large $\varepsilon$ and weakens the lower bound.

```lean
/-- For `4h` nonzero modulo `N`, if no inversion pair carries more than a fraction `ε` of `S`, the
mean of `F ^ 4` lies between `(3 - 3 ε / 2) S ^ 2` and `3 S ^ 2`. -/
theorem fourth_moment_bounds (f : Fin n → ℝ) (h : ℤ) (h4 : ((4 * h : ℤ) : ZMod N) ≠ 0)
    (ε : ℝ) (hε : ∀ j, 2 * f j ^ 2 ≤ ε * wilsonS f) :
    (3 - 3 * ε / 2) * wilsonS f ^ 2 ≤ mean (fun x : Fin n → ZMod N => centricF f h x ^ 4) ∧
    mean (fun x : Fin n → ZMod N => centricF f h x ^ 4) ≤ 3 * wilsonS f ^ 2 := by
  rw [centric_fourth_moment f h h4]
  have hpos : 0 ≤ ∑ j, f j ^ 4 := Finset.sum_nonneg fun j _ => by positivity
  have hS : ∑ j, f j ^ 2 = wilsonS f / 2 := by
    unfold wilsonS
    ring
  have hle : ∑ j, f j ^ 4 ≤ ∑ j, f j ^ 2 * (ε * wilsonS f / 2) :=
    Finset.sum_le_sum fun j _ => by
      nlinarith [mul_le_mul_of_nonneg_left (hε j) (sq_nonneg (f j))]
  rw [← Finset.sum_mul, hS] at hle
  constructor
  · nlinarith [hle]
  · linarith
```

For $n\ge1$ pairs with the same nonzero scattering factor $a$, one has $S=2na^2$ and $\sum_j f_j^4=na^4$. The ratio is therefore

$$\frac{\langle F^4\rangle}{\langle F^2\rangle^2} = 3-\frac{6na^4}{4n^2a^4} = 3-\frac{3}{2n}.$$

It is $\tfrac32$ for one pair and $2.85$ for ten.

```lean
/-- For `n ≥ 1` inversion pairs placed independently and uniformly on the grid, with equal nonzero
scattering factors and `4h` nonzero modulo `N`, the ratio of the mean of `F ^ 4` to the squared mean
of `F ^ 2` is `3 - 3 / (2 n)`. -/
theorem equal_atoms_ratio (a : ℝ) (ha : a ≠ 0) (hn : n ≠ 0) (h : ℤ)
    (h4 : ((4 * h : ℤ) : ZMod N) ≠ 0) :
    mean (fun x : Fin n → ZMod N => centricF (fun _ => a) h x ^ 4) /
      mean (fun x : Fin n → ZMod N => centricF (fun _ => a) h x ^ 2) ^ 2
      = 3 - 3 / (2 * (n : ℝ)) := by
  have h2 : ((2 * h : ℤ) : ZMod N) ≠ 0 := fun h0 =>
    h4 (by rw [show 4 * h = 2 * (2 * h) by ring, Int.cast_mul, h0, mul_zero])
  have hn' : (n : ℝ) ≠ 0 := Nat.cast_ne_zero.2 hn
  rw [centric_fourth_moment _ h h4, (centric_second_moment _ h h2).2]
  simp only [wilsonS, sum_const, card_univ, Fintype.card_fin, nsmul_eq_mul]
  field_simp
  ring

end CentricWilsonMoments
```

```lean
#print axioms CentricWilsonMoments.centricF_eq_inversion_pairs
#print axioms CentricWilsonMoments.centric_fourth_moment
#print axioms CentricWilsonMoments.fourth_moment_bounds
#print axioms CentricWilsonMoments.equal_atoms_ratio
```

```
'CentricWilsonMoments.centricF_eq_inversion_pairs' depends on axioms: [propext, Classical.choice, Quot.sound]
'CentricWilsonMoments.centric_fourth_moment' depends on axioms: [propext, Classical.choice, Quot.sound]
'CentricWilsonMoments.fourth_moment_bounds' depends on axioms: [propext, Classical.choice, Quot.sound]
'CentricWilsonMoments.equal_atoms_ratio' depends on axioms: [propext, Classical.choice, Quot.sound]
```
